# Two planar environments of four neighbours with equal pair-angle sums that are not congruent

Q: Before I object to anything, fix the terms. What is an environment, and what do you compute from it?

A: Put the central atom at the origin. An environment is the list u_0, …, u_(n−1) of vectors from that atom to its n neighbours, all of one species. The vectors live in a real inner product space E, and ⟨a, b⟩ denotes the inner product. In Lean the list is a function `u : Fin n → E`, so labels start at 0.

```lean
import Mathlib

open scoped InnerProductSpace Real

namespace AngularDescriptorIncompleteness

noncomputable section

variable {E : Type*} [NormedAddCommGroup E] [InnerProductSpace ℝ E] {n : ℕ}
```

The angular descriptor takes a function g from the reals to the reals and adds up g(⟨u_j, u_k⟩) over pairs of neighbours. The condition `j < k` counts each pair once and leaves out a neighbour paired with itself.

```lean
/-- The angular descriptor of a list of neighbour vectors: the sum of `g(⟨u_j, u_k⟩)` over
all pairs `j < k` of neighbours. -/
def pairSum (g : ℝ → ℝ) (u : Fin n → E) : ℝ :=
  ∑ j, ∑ k, if j < k then g ⟪u j, u k⟫_ℝ else 0
```

Q: The angular descriptors I know also carry radial functions and a cutoff. Have you picked a weak opponent?

A: Not for the two environments I will compare. All their neighbours sit at distance 1, so ⟨u_j, u_k⟩ is the cosine of the angle between the two neighbours, and any radial or cutoff factor in the distances from the central atom is the same constant for every pair. A factor in the distance between the two neighbours does vary from pair to pair, but the square of that distance is 2 − 2⟨u_j, u_k⟩, so the factor is a function of the inner product. Both kinds can be absorbed into g, which is arbitrary and need not even be continuous. For neighbours at unequal distances your objection has force: `pairSum` then sees the lengths only through the inner product, whereas a practical descriptor may use them separately.

I also need a second quantity that looks at three neighbours at a time. Write s_j for the sum of ⟨u_j, u_k⟩ over all k, including k = j. The quantity is the sum of s_j² over j.

```lean
/-- A descriptor that correlates three neighbours at a time: the sum over `j`, `k`, `l` of
`⟨u_j, u_k⟩ ⟨u_j, u_l⟩`, written as a sum of squares. -/
def tripleSum (u : Fin n → E) : ℝ :=
  ∑ j, (∑ k, ⟪u j, u k⟫_ℝ) ^ 2
```

Q: And when do two lists describe the same physical environment?

A: When an orthogonal map carries one onto the other, up to the names of the neighbours. The type `E ≃ₗᵢ[ℝ] E` contains the linear, invertible, length-preserving maps, so in the plane it covers rotations about the central atom and reflections. The permutation `σ` does the relabelling.

```lean
/-- Two environments are congruent if an orthogonal map carries the neighbours of the first
onto those of the second, up to relabelling. -/
def Congruent (u v : Fin n → E) : Prop :=
  ∃ Q : E ≃ₗᵢ[ℝ] E, ∃ σ : Equiv.Perm (Fin n), ∀ j, Q (u j) = v (σ j)
```

Q: So a mirror image counts as the same environment. Good, otherwise you could have won cheaply with a chiral pair. Which environments do you compare?

A: Let dir m be the unit vector at m times 30 degrees.

```lean
/-- The unit vector of the plane at an angle of `m` times 30 degrees. -/
def dir (m : ℕ) : EuclideanSpace ℝ (Fin 2) :=
  !₂[Real.cos (m * π / 6), Real.sin (m * π / 6)]
```

The first environment has neighbours at 0, 30, 120 and 180 degrees.

```lean
/-- The environment with neighbours at 0, 30, 120 and 180 degrees. -/
def envA : Fin 4 → EuclideanSpace ℝ (Fin 2) := ![dir 0, dir 1, dir 4, dir 6]
```

The second has them at 0, 30, 90 and 210 degrees.

```lean
/-- The environment with neighbours at 0, 30, 90 and 210 degrees. -/
def envB : Fin 4 → EuclideanSpace ℝ (Fin 2) := ![dir 0, dir 1, dir 3, dir 7]
```

Q: Convince me by hand first. Why do the pair sums agree?

A: List the angles between neighbours, in the order of pairs 01, 02, 03, 12, 13, 23:

envA: 30, 120, 180, 90, 150, 60 degrees

envB: 30, 90, 210, 60, 180, 120 degrees

Since cos 210° = cos 150°, the entry 210 is an angle of 150 degrees measured the long way round. Each list therefore contains 30, 60, 90, 120, 150 and 180 degrees exactly once, and for every g both descriptors equal

g(√3/2) + g(1/2) + g(0) + g(−1/2) + g(−√3/2) + g(−1).

Q: Then perhaps they are the same environment in disguise. There are 24 relabellings to exclude.

A: One invariant excludes them all. Suppose an orthogonal map `Q` sends u_j to v_σ(j). It preserves inner products, so

⟨u_j, u_k⟩ = ⟨v_σ(j), v_σ(k)⟩.

Summing over k runs through every label of the second list once, so s_j for the first list equals s_σ(j) for the second. Squaring and summing over j gives the same total for both. Congruent environments must therefore agree in the three-neighbour quantity. For envA the row sums are

s_0 = 1 + √3/2 − 1/2 − 1 = (√3 − 1)/2

s_1 = √3/2 + 1 + 0 − √3/2 = 1

s_2 = −1/2 + 0 + 1 + 1/2 = 1

s_3 = −1 − √3/2 + 1/2 + 1 = −(√3 − 1)/2

and the sum of squares is 2 + (√3 − 1)²/2 = 4 − √3. For envB they are

s_0 = 1 + √3/2 + 0 − √3/2 = 1

s_1 = √3/2 + 1 + 1/2 − 1 = (√3 + 1)/2

s_2 = 0 + 1/2 + 1 − 1/2 = 1

s_3 = −√3/2 − 1 − 1/2 + 1 = −(√3 + 1)/2

and the sum of squares is 2 + (√3 + 1)²/2 = 4 + √3. The two values differ, so the environments are not congruent.

Q: I accept that. Now show me that the Lean proof argues the same way, starting with your list of six pairs.

A: The first lemma writes the double sum for four neighbours as six terms, in the order I used.

```lean
/-- For four neighbours the angular descriptor has six terms, one for each pair. -/
theorem pairSum_four (g : ℝ → ℝ) (a b c d : E) :
    pairSum g ![a, b, c, d] = g ⟪a, b⟫_ℝ + g ⟪a, c⟫_ℝ + g ⟪a, d⟫_ℝ
      + g ⟪b, c⟫_ℝ + g ⟪b, d⟫_ℝ + g ⟪c, d⟫_ℝ := by
  simp [pairSum, Fin.sum_univ_four]
  ring
```

The next does the same for the three-neighbour quantity. Its four squares are s_0² to s_3², and the rewriting with `real_inner_comm` uses the symmetry of the inner product to write each pair in one fixed order.

```lean
/-- The three-neighbour descriptor of four neighbours, written out in their inner products. -/
theorem tripleSum_four (a b c d : E) :
    tripleSum ![a, b, c, d] =
      (⟪a, a⟫_ℝ + ⟪a, b⟫_ℝ + ⟪a, c⟫_ℝ + ⟪a, d⟫_ℝ) ^ 2
      + (⟪a, b⟫_ℝ + ⟪b, b⟫_ℝ + ⟪b, c⟫_ℝ + ⟪b, d⟫_ℝ) ^ 2
      + (⟪a, c⟫_ℝ + ⟪b, c⟫_ℝ + ⟪c, c⟫_ℝ + ⟪c, d⟫_ℝ) ^ 2
      + (⟪a, d⟫_ℝ + ⟪b, d⟫_ℝ + ⟪c, d⟫_ℝ + ⟪d, d⟫_ℝ) ^ 2 := by
  simp only [tripleSum, Fin.sum_univ_four, Matrix.cons_val]
  rw [real_inner_comm a b, real_inner_comm a c, real_inner_comm a d,
    real_inner_comm b c, real_inner_comm b d, real_inner_comm c d]
```

Q: And the invariance argument?

A: It is proved for any number of neighbours and any E. In the proof, `hi` is the preservation of inner products, `hs` is the relabelling of the inner sum, and the last line relabels the outer sum.

```lean
/-- Congruent environments have the same three-neighbour descriptor. -/
theorem tripleSum_eq_of_congruent {u v : Fin n → E} (h : Congruent u v) :
    tripleSum u = tripleSum v := by
  obtain ⟨Q, σ, hQ⟩ := h
  -- an orthogonal map preserves every inner product
  have hi : ∀ j k, ⟪u j, u k⟫_ℝ = ⟪v (σ j), v (σ k)⟫_ℝ := by
    intro j k
    rw [← hQ j, ← hQ k, Q.inner_map_map]
  -- relabelling does not change the sums
  have hs : ∀ j, ∑ k, ⟪v (σ j), v (σ k)⟫_ℝ = ∑ k, ⟪v (σ j), v k⟫_ℝ :=
    fun j => Equiv.sum_comp σ (fun k => ⟪v (σ j), v k⟫_ℝ)
  simp only [tripleSum, hi, hs]
  exact Equiv.sum_comp σ (fun j => (∑ k, ⟪v j, v k⟫_ℝ) ^ 2)
```

Q: Where do the angles enter?

A: Through the cosine of a difference. In coordinates, the inner product of dir m and dir l is

cos(30°·l) cos(30°·m) + sin(30°·l) sin(30°·m) = cos(30°·(l − m)).

The lemma takes the step count k with m + k = l, which keeps everything in natural numbers.

```lean
/-- Two of the unit vectors that are `k` steps of 30 degrees apart have as inner product the
cosine of the angle between them. -/
theorem inner_dir (m k l : ℕ) (h : m + k = l) :
    ⟪dir m, dir l⟫_ℝ = Real.cos (k * π / 6) := by
  have e : ⟪dir m, dir l⟫_ℝ = Real.cos (l * π / 6) * Real.cos (m * π / 6)
      + Real.sin (l * π / 6) * Real.sin (m * π / 6) := by
    simp [dir, PiLp.inner_apply, Fin.sum_univ_two, mul_comm]
  rw [e, ← Real.cos_sub]
  congr 1
  subst h
  push_cast
  ring
```

The values of the cosines come from a table, where angles beyond 90 degrees are reduced to standard ones.

```lean
/-- The cosines of 0, 30, 60, 90, 120, 150, 180 and 210 degrees. -/
theorem cos_table :
    Real.cos ((0 : ℕ) * π / 6) = 1 ∧ Real.cos ((1 : ℕ) * π / 6) = √3 / 2 ∧
    Real.cos ((2 : ℕ) * π / 6) = 1 / 2 ∧ Real.cos ((3 : ℕ) * π / 6) = 0 ∧
    Real.cos ((4 : ℕ) * π / 6) = -(1 / 2) ∧ Real.cos ((5 : ℕ) * π / 6) = -(√3 / 2) ∧
    Real.cos ((6 : ℕ) * π / 6) = -1 ∧ Real.cos ((7 : ℕ) * π / 6) = -(√3 / 2) := by
  refine ⟨?_, ?_, ?_, ?_, ?_, ?_, ?_, ?_⟩
  · simp
  · rw [show ((1 : ℕ) : ℝ) * π / 6 = π / 6 by push_cast; ring, Real.cos_pi_div_six]
  · rw [show ((2 : ℕ) : ℝ) * π / 6 = π / 3 by push_cast; ring, Real.cos_pi_div_three]
  · rw [show ((3 : ℕ) : ℝ) * π / 6 = π / 2 by push_cast; ring, Real.cos_pi_div_two]
  · rw [show ((4 : ℕ) : ℝ) * π / 6 = π - π / 3 by push_cast; ring, Real.cos_pi_sub,
      Real.cos_pi_div_three]
  · rw [show ((5 : ℕ) : ℝ) * π / 6 = π - π / 6 by push_cast; ring, Real.cos_pi_sub,
      Real.cos_pi_div_six]
  · rw [show ((6 : ℕ) : ℝ) * π / 6 = π by push_cast; ring, Real.cos_pi]
  · rw [show ((7 : ℕ) : ℝ) * π / 6 = π / 6 + π by push_cast; ring, Real.cos_add_pi,
      Real.cos_pi_div_six]
```

With these, both pair sums are brought to one common form, a sum over k from 1 to 6. For envA the six separations match directly. For envB the rewriting `c7, ← c5` replaces the cosine of 210 degrees by that of 150 degrees, and `ring` reorders the terms.

```lean
/-- In both environments the angular descriptor is the sum of `g(cos θ)` over
`θ` = 30, 60, 90, 120, 150 and 180 degrees, each taken once. -/
theorem pairSum_env (g : ℝ → ℝ) :
    pairSum g envA = ∑ k ∈ Finset.Icc 1 6, g (Real.cos ((k : ℕ) * π / 6)) ∧
    pairSum g envB = ∑ k ∈ Finset.Icc 1 6, g (Real.cos ((k : ℕ) * π / 6)) := by
  have six : ∀ f : ℕ → ℝ, ∑ k ∈ Finset.Icc 1 6, f k = f 1 + f 2 + f 3 + f 4 + f 5 + f 6 := by
    intro f
    rw [show Finset.Icc 1 6 = ({1, 2, 3, 4, 5, 6} : Finset ℕ) by decide]
    simp
    ring
  obtain ⟨-, -, -, -, -, c5, -, c7⟩ := cos_table
  constructor
  · rw [six, envA, pairSum_four, inner_dir 0 1 1 rfl, inner_dir 0 4 4 rfl, inner_dir 0 6 6 rfl,
      inner_dir 1 3 4 rfl, inner_dir 1 5 6 rfl, inner_dir 4 2 6 rfl]
    ring
  · -- 210 degrees and 150 degrees have the same cosine
    rw [six, envB, pairSum_four, inner_dir 0 1 1 rfl, inner_dir 0 3 3 rfl, inner_dir 0 7 7 rfl,
      inner_dir 1 2 3 rfl, inner_dir 1 6 7 rfl, inner_dir 3 4 7 rfl, c7, ← c5]
    ring
```

The row sums are squared in the next theorem. After the cosines are inserted, only the identity (√3)² = 3 is needed, and `linear_combination` supplies it.

```lean
/-- The three-neighbour descriptor takes the values `4 - √3` and `4 + √3` on the two
environments. -/
theorem tripleSum_env : tripleSum envA = 4 - √3 ∧ tripleSum envB = 4 + √3 := by
  obtain ⟨c0, c1, c2, c3, c4, c5, c6, c7⟩ := cos_table
  have hs : √3 ^ 2 = (3 : ℝ) := Real.sq_sqrt (by norm_num)
  constructor
  · rw [envA, tripleSum_four, inner_dir 0 0 0 rfl, inner_dir 1 0 1 rfl, inner_dir 4 0 4 rfl,
      inner_dir 6 0 6 rfl, inner_dir 0 1 1 rfl, inner_dir 0 4 4 rfl, inner_dir 0 6 6 rfl,
      inner_dir 1 3 4 rfl, inner_dir 1 5 6 rfl, inner_dir 4 2 6 rfl, c0, c1, c2, c3, c4, c5, c6]
    linear_combination (1 / 2) * hs
  · rw [envB, tripleSum_four, inner_dir 0 0 0 rfl, inner_dir 1 0 1 rfl, inner_dir 3 0 3 rfl,
      inner_dir 7 0 7 rfl, inner_dir 0 1 1 rfl, inner_dir 0 3 3 rfl, inner_dir 0 7 7 rfl,
      inner_dir 1 2 3 rfl, inner_dir 1 6 7 rfl, inner_dir 3 4 7 rfl, c0, c1, c2, c3, c4, c6, c7]
    linear_combination (1 / 2) * hs
```

Q: Now read me the main theorem as it stands, without embellishment.

A: For every function g from the reals to the reals, `envA` and `envB` have the same `pairSum`; and there is no pair of an orthogonal map of the plane and a permutation of the four labels that carries `envA` onto `envB`. The first half chains the two equalities of `pairSum_env`. For the second, congruence would give 4 − √3 = 4 + √3, which contradicts √3 > 0.

```lean
/-- The two environments have equal angular descriptors for every function `g`, yet no
orthogonal map of the plane carries one onto the other. -/
theorem angular_descriptor_incomplete :
    (∀ g : ℝ → ℝ, pairSum g envA = pairSum g envB) ∧ ¬ Congruent envA envB := by
  refine ⟨fun g => (pairSum_env g).1.trans (pairSum_env g).2.symm, fun h => ?_⟩
  have h3 := tripleSum_eq_of_congruent h
  rw [tripleSum_env.1, tripleSum_env.2] at h3
  have hpos : 0 < √(3 : ℝ) := Real.sqrt_pos.mpr (by norm_num)
  linarith
```

Q: Since g comes after "for every", could I escape by using many functions g at once?

A: No. Each of them gives equal values on the two environments, so the whole vector of values is equal too. A model that predicts a central-atom energy from such pair sums alone must assign the same energy to both of these planar, single-species environments, however flexible its regression is. This concerns one atomic environment. In a complete structure, the environments of the other atoms may still differ and reveal which structure it is.

Q: My atoms live in three dimensions, and multiples of 30 degrees look like a coincidence. Does the effect survive without them?

A: Yes, there is a family. Take vectors e, v, w with v orthogonal to w, and compare the environments e, −e, v, w and e, −e, v, −w. Write p = ⟨e, e⟩, a = ⟨e, v⟩ and b = ⟨e, w⟩. The six inner products are

first: −p, a, b, −a, −b, 0

second: −p, a, −b, −a, b, 0

so b and −b merely change places, and every pair sum agrees. In the first environment the row sums are a + b, −(a + b), ⟨v, v⟩ and ⟨w, w⟩, so the three-neighbour quantity is

2(a + b)² + ⟨v, v⟩² + ⟨w, w⟩².

Reversing w replaces a + b by a − b and leaves the other two squares alone. The difference is

2(a + b)² − 2(a − b)² = 8ab,

which is nonzero when e is orthogonal to neither v nor w.

Q: What exactly does Lean assume there?

A: `h` says that v and w are orthogonal, while `hv` and `hw` say that a and b are nonzero. These are geometric conditions on the neighbour positions. Nothing requires unit length, and E can be any real inner product space. At unequal lengths, radial factors do not separate the two environments either: b and −b change places between the pair of e with the last neighbour and the pair of −e with the last neighbour, and both pairs have the same two distances from the central atom. This remark is an argument by hand; the theorem itself is about `pairSum`. The conditions force v and w to be nonzero and orthogonal, so examples exist only from dimension two upwards. Taking E three-dimensional answers your first worry: there the competing maps include all rotations and reflections of space about the central atom. The proof follows the calculation above, with `h0` extracting ab = 0 from the supposed equality.

```lean
/-- A family of such pairs in any real inner product space: if `v` and `w` are orthogonal and
`e` is orthogonal to neither, then reversing `w` in the environment `e, -e, v, w` leaves every
angular descriptor unchanged but gives an environment that is not congruent to the first. -/
theorem incomplete_family (e v w : E) (h : ⟪v, w⟫_ℝ = 0)
    (hv : ⟪e, v⟫_ℝ ≠ 0) (hw : ⟪e, w⟫_ℝ ≠ 0) :
    (∀ g : ℝ → ℝ, pairSum g ![e, -e, v, w] = pairSum g ![e, -e, v, -w]) ∧
    ¬ Congruent ![e, -e, v, w] ![e, -e, v, -w] := by
  constructor
  · -- reversing `w` only exchanges its inner products with `e` and `-e`
    intro g
    rw [pairSum_four, pairSum_four]
    simp only [inner_neg_left, inner_neg_right, neg_neg, h, neg_zero]
    ring
  · intro hc
    have h3 := tripleSum_eq_of_congruent hc
    rw [tripleSum_four, tripleSum_four] at h3
    simp only [inner_neg_left, inner_neg_right, neg_neg, h, neg_zero] at h3
    -- the two descriptors differ by `8 ⟨e, v⟩ ⟨e, w⟩`
    have h0 : ⟪e, v⟫_ℝ * ⟪e, w⟫_ℝ = 0 := by linear_combination (1 / 8) * h3
    exact mul_ne_zero hv hw h0

end

end AngularDescriptorIncompleteness
```

Q: How does your 30-degree pair fit in?

A: Take e at 0, v at 30 and w at 120 degrees. Then e, −e, v, w are the neighbours of `envA`, in another order. Reversing w moves it to 300 degrees, and the reflection that sends each angle θ to 30° − θ carries the resulting set onto the neighbours of `envB`. I checked that last step by hand; the file treats the two cases separately.

Q: Then should I simply add your three-neighbour quantity to my descriptor?

A: It would separate the pairs treated here. The theorems do not say that it separates every two environments that are not congruent. They settle a narrower point: for these neighbour lists, the information is already lost in the pair sums, and choosing a better g cannot bring it back.

```lean
#print axioms AngularDescriptorIncompleteness.pairSum_four
#print axioms AngularDescriptorIncompleteness.angular_descriptor_incomplete
#print axioms AngularDescriptorIncompleteness.incomplete_family
```

```
'AngularDescriptorIncompleteness.pairSum_four' depends on axioms: [propext, Classical.choice, Quot.sound]
'AngularDescriptorIncompleteness.angular_descriptor_incomplete' depends on axioms: [propext, Classical.choice, Quot.sound]
'AngularDescriptorIncompleteness.incomplete_family' depends on axioms: [propext, Classical.choice, Quot.sound]
```
